# Series for cosh x and sinh y / y in even powers, over the denominators (2n+1)!

The lemma states two convergent expansions: cosh x is the sum over n ≥ 0 of (2n+1) x²ⁿ/(2n+1)!, and sinh y / y is the sum of y²ⁿ/(2n+1)!. Here x is any real number and y any nonzero real number; no Hamiltonian, state or operator enters the statement, so its content is purely analytic. The attempt takes Mathlib's series for cosh and sinh, divides the latter by y, and uses `convert` to reduce each claim to an equality of terms.

The failing Lean file:

```lean
import Mathlib

open Filter Topology

namespace SpinOrbitSeries

noncomputable section

/-- Power series of `cosh x` and, for `y ≠ 0`, of `sinh y / y`, over common denominators. -/
theorem spin_orbit_series (x : ℝ) {y : ℝ} (hy : y ≠ 0) :
    HasSum (fun n : ℕ => (2 * (n : ℝ) + 1) * (x ^ 2) ^ n / (Nat.factorial (2 * n + 1) : ℝ))
      (Real.cosh x) ∧
    HasSum (fun n : ℕ => (y ^ 2) ^ n / (Nat.factorial (2 * n + 1) : ℝ)) (Real.sinh y / y) := by
  constructor
  · convert Real.hasSum_cosh x using 1
    funext n
    have h1 : 2 * (n : ℝ) + 1 ≠ 0 := by positivity
    rw [Nat.factorial_succ, pow_mul]
    push_cast
    rw [mul_div_mul_left _ _ h1]
  · convert (Real.hasSum_sinh y).div_const y using 1
    funext n
    rw [pow_succ y (2 * n), pow_mul]
    field_simp

end

end SpinOrbitSeries
```

The error:

```
Main.lean:22:4: error: Tactic `apply` failed: could not unify the conclusion of `@funext`
  ?f = ?g
with the goal
  Real.instAddCommMonoid = Field.toSemifield.toDivisionSemiring.toAddCommMonoid

Note: The full type of `@funext` is
  ∀ {α : Sort ?u.107} {β : α → Sort ?u.106} {f g : (x : α) → β x}, (∀ (x : α), f x = g x) → f = g

case e'_3
x y : ℝ
hy : y ≠ 0
⊢ Real.instAddCommMonoid = Field.toSemifield.toDivisionSemiring.toAddCommMonoid
```

Diagnosis. The one error is at `funext n` in the sinh half. `funext` proves that two functions are equal, but the goal it met equates two `AddCommMonoid` structures on the reals. `HasSum` carries such a structure as a hidden argument. The goal has `Real.instAddCommMonoid`, while the fact built with `div_const` has the one derived from the field structure. The two are equal by definition, but `convert ... using 1` did not see this and left their equality as a goal, ahead of the expected one about the terms.

The repair does without `convert` here. It states the equality of the two term functions as `e`, so that `funext n` meets a goal of the right form, and proves it with the same `rw` and `field_simp` as before. After `rw [e]`, the terms agree with those of `(Real.hasSum_sinh y).div_const y`, and `exact` accepts this fact because it checks the two structures by unfolding their definitions.

The mended proof, as a diff:

```diff
@@ -19,8 +19,11 @@
     push_cast
     rw [mul_div_mul_left _ _ h1]
-  · convert (Real.hasSum_sinh y).div_const y using 1
-    funext n
-    rw [pow_succ y (2 * n), pow_mul]
-    field_simp
+  · have e : (fun n : ℕ => (y ^ 2) ^ n / (Nat.factorial (2 * n + 1) : ℝ)) =
+        fun n : ℕ => y ^ (2 * n + 1) / (Nat.factorial (2 * n + 1) : ℝ) / y := by
+      funext n
+      rw [pow_succ y (2 * n), pow_mul]
+      field_simp
+    rw [e]
+    exact (Real.hasSum_sinh y).div_const y
 
 end
```
